# Local Green function of the Bethe lattice above the band: infinite coordination and the 1/z correction

A dynamical mean-field calculation on the Bethe lattice can start from the non-interacting local Green function at infinite coordination. The problems below derive that function for one orbital per site at real energies above the band, and find how fast the function at finite coordination z approaches it when the hopping is T/√z with T fixed.

## The lattice and its Green functions

Each site of an infinite tree has z neighbours. The Hamiltonian H has zero on-site energy and matrix element +t between neighbours. The energy w and the scale T are real, and z is a natural number.

```lean
import Mathlib

open Filter Topology

namespace BetheLatticeCoordination

noncomputable section

variable {w T : ℝ} {z : ℕ}
```

The hopping `hop T z` is t = T/√z. This scaling keeps the second moment of the local density of states fixed as z grows.

```lean
/-- Hopping amplitude `t = T / √z` on a lattice with `z ≥ 1` neighbours per site. -/
def hop (T : ℝ) (z : ℕ) : ℝ := T / √(z : ℝ)
```

The square root R, `root w T z`, contains the band edge 2√(z−1) t. The condition w > 2T > 0 puts w above this edge for every z ≥ 2.

```lean
/-- The square root `R = √(w² - 4 (z - 1) t²)` at energy `w`. -/
def root (w T : ℝ) (z : ℕ) : ℝ := √(w ^ 2 - 4 * ((z : ℝ) - 1) * hop T z ^ 2)
```

The cavity function g, `cavity w T z`, belongs to a site with one neighbour removed. It is defined by an explicit formula, so its self-consistency has to be proved.

```lean
/-- Cavity Green function `g = (w - R) / (2 (z - 1) t²)` at energies above the band, for `z ≥ 2` and
`T ≠ 0`. -/
def cavity (w T : ℝ) (z : ℕ) : ℝ :=
  (w - root w T z) / (2 * ((z : ℝ) - 1) * hop T z ^ 2)
```

The local function G, `siteG w T z`, belongs to a site with all z neighbours.

```lean
/-- Local Green function `G = 1 / (w - z t² g)` of a site with all `z` neighbours, at energies above
the band, for `z ≥ 2` and `T ≠ 0`. -/
def siteG (w T : ℝ) (z : ℕ) : ℝ := 1 / (w - z * hop T z ^ 2 * cavity w T z)
```

Between sites at distance n the proposed Green function is Fₙ = G(tg)ⁿ, written `treeG w T z n`.

```lean
/-- Green function `G (t g)ⁿ` between two sites at distance `n`, at energies above the band, for
`z ≥ 2` and `T ≠ 0`. -/
def treeG (w T : ℝ) (z n : ℕ) : ℝ := siteG w T z * (hop T z * cavity w T z) ^ n
```

Unless stated otherwise, assume w > 2T > 0 and z ≥ 2. In Lean these are `hT`, `hw` and `hz`. The case z = 2 is the infinite chain.

## (a) The squared hopping

**Task.** Show that

t² = T²/z.

**Solution.** Square T/√z and use (√z)² = z. The Lean proof does the same.

```lean
/-- The squared hopping is `t² = T² / z`. -/
theorem hop_sq (T : ℝ) (z : ℕ) : hop T z ^ 2 = T ^ 2 / z := by
  unfold hop
  rw [div_pow, Real.sq_sqrt (Nat.cast_nonneg z)]
```

## (b) A positive root

**Task.** Show that

R > 0 and R² = w² − 4(z−1)t².

**Solution.** Since zt² = T², the radicand is

w² − 4T² + 4t² = (w−2T)(w+2T) + 4t² > 0.

In Lean, `hb` is the positivity of the product, and `nlinarith` adds t² ≥ 0.

```lean
/-- For `w > 2T > 0` and `z ≥ 2` the root `R` is positive, and its square is
`w² - 4 (z - 1) t²`. -/
theorem root_pos_sq (hT : 0 < T) (hw : 2 * T < w) (hz : 2 ≤ z) :
    0 < root w T z ∧ root w T z ^ 2 = w ^ 2 - 4 * ((z : ℝ) - 1) * hop T z ^ 2 := by
  have hz' : (2 : ℝ) ≤ z := by exact_mod_cast hz
  have hz0 : (z : ℝ) ≠ 0 := by linarith
  have hh : (z : ℝ) * hop T z ^ 2 = T ^ 2 := by rw [hop_sq]; field_simp
  have hb : 0 < (w - 2 * T) * (w + 2 * T) := mul_pos (by linarith) (by linarith)
  have hrad : 0 < w ^ 2 - 4 * ((z : ℝ) - 1) * hop T z ^ 2 := by
    nlinarith [sq_nonneg (hop T z)]
  exact ⟨Real.sqrt_pos.2 hrad, Real.sq_sqrt hrad.le⟩
```

## (c) Two linear relations for g

**Task.** Show that g > 0 and

g(w+R) = 2,

2(z−1)t²g = w − R.

**Solution.** The second relation is the definition of g with its denominator cleared. For the first, part (b) gives

(w−R)(w+R) = w² − R² = 4(z−1)t².

Division by 2(z−1)t² gives g(w+R) = 2, and w + R > 0 makes g positive. These steps are `hself` and `hg`; `linear_combination` verifies that the goal is the stated combination of known equations.

```lean
/-- For `w > 2T > 0` and `z ≥ 2` the cavity function is positive and obeys
`g (w + R) = 2` and `2 (z - 1) t² g = w - R`. -/
theorem cavity_relations (hT : 0 < T) (hw : 2 * T < w) (hz : 2 ≤ z) :
    0 < cavity w T z ∧ cavity w T z * (w + root w T z) = 2 ∧
      2 * ((z : ℝ) - 1) * hop T z ^ 2 * cavity w T z = w - root w T z := by
  obtain ⟨hR, hR2⟩ := root_pos_sq hT hw hz
  have hz' : (2 : ℝ) ≤ z := by exact_mod_cast hz
  have ht : 0 < hop T z ^ 2 := by
    rw [hop_sq]
    exact div_pos (pow_pos hT 2) (by linarith)
  have hd : 0 < 2 * ((z : ℝ) - 1) * hop T z ^ 2 := mul_pos (by linarith) ht
  have hs : 0 < w + root w T z := by linarith
  -- rationalise the numerator
  have hg : cavity w T z = 2 / (w + root w T z) := by
    unfold cavity
    rw [div_eq_div_iff hd.ne' hs.ne']
    linear_combination -hR2
  have hself : w - root w T z = cavity w T z * (2 * ((z : ℝ) - 1) * hop T z ^ 2) :=
    (div_eq_iff hd.ne').1 rfl
  exact ⟨by rw [hg]; exact div_pos two_pos hs, (eq_div_iff hs.ne').1 hg,
    by linear_combination -hself⟩
```

## (d) The cavity equation

**Task.** Show that the following holds with a positive denominator:

g = 1/(w − (z−1)t²g).

**Solution.** By the second relation in (c), the denominator is

w − (w−R)/2 = (w+R)/2 > 0.

Its product with g is 1 by the first relation. Lean proves positivity as `hpos`, then combines the same two relations.

```lean
/-- For `w > 2T > 0` and `z ≥ 2` the cavity function solves `g = 1 / (w - (z - 1) t² g)`,
with a positive denominator. -/
theorem cavity_equation (hT : 0 < T) (hw : 2 * T < w) (hz : 2 ≤ z) :
    0 < w - ((z : ℝ) - 1) * hop T z ^ 2 * cavity w T z ∧
      cavity w T z = 1 / (w - ((z : ℝ) - 1) * hop T z ^ 2 * cavity w T z) := by
  obtain ⟨_, h2, h3⟩ := cavity_relations hT hw hz
  have hR := (root_pos_sq hT hw hz).1
  have hpos : 0 < w - ((z : ℝ) - 1) * hop T z ^ 2 * cavity w T z := by linarith
  refine ⟨hpos, (eq_div_iff hpos.ne').2 ?_⟩
  linear_combination h2 / 2 - cavity w T z / 2 * h3
```

## (e) The local function in closed form

**Task.** Show that w − zt²g > 0 and, again with a positive denominator,

G = 2(z−1)/((z−2)w + zR).

**Solution.** Insert t²g = (w−R)/(2(z−1)):

w − zt²g = ((z−2)w + zR)/(2(z−1)).

Here (z−2)w ≥ 0 and zR > 0, so the expression is positive, and its reciprocal is G. Lean proves the two positivity statements as `hD` and `hden`, then cross-multiplies.

```lean
/-- For `w > 2T > 0` and `z ≥ 2` the denominator of the local Green function is positive, and
`G = 2 (z - 1) / ((z - 2) w + z R)`, again with a positive denominator. -/
theorem siteG_closed (hT : 0 < T) (hw : 2 * T < w) (hz : 2 ≤ z) :
    0 < w - z * hop T z ^ 2 * cavity w T z ∧ 0 < ((z : ℝ) - 2) * w + z * root w T z ∧
      siteG w T z = 2 * ((z : ℝ) - 1) / (((z : ℝ) - 2) * w + z * root w T z) := by
  obtain ⟨h1, _, h3⟩ := cavity_relations hT hw hz
  have hR := (root_pos_sq hT hw hz).1
  have hz' : (2 : ℝ) ≤ z := by exact_mod_cast hz
  have hD : 0 < w - z * hop T z ^ 2 * cavity w T z := by
    nlinarith [mul_nonneg (sub_nonneg.2 hz') (mul_nonneg (sq_nonneg (hop T z)) h1.le)]
  have hden : 0 < ((z : ℝ) - 2) * w + z * root w T z :=
    add_pos_of_nonneg_of_pos (mul_nonneg (by linarith) (by linarith))
      (mul_pos (by linarith) hR)
  refine ⟨hD, hden, ?_⟩
  unfold siteG
  rw [div_eq_div_iff hD.ne' hden.ne']
  linear_combination (z : ℝ) * h3
```

## (f) The equations (w − H)F = δ

**Task.** Here δ is 1 at one site, the source, and 0 at all others. A site at distance n+1 from the source has one neighbour at distance n and z−1 at distance n+2. Show that, for all n ≥ 0,

wF₀ − ztF₁ = 1,

wFₙ₊₁ − tFₙ − (z−1)tFₙ₊₂ = 0.

**Solution.** At the source,

wF₀ − ztF₁ = G(w − zt²g) = 1.

Elsewhere, the left side is

G(tg)ⁿ t [g(w − (z−1)t²g) − 1],

and the bracket vanishes by (d). In Lean, `hG` and `hg` are these two identities.

The theorem concerns a sequence indexed by distance; the tree and the operator H enter through the neighbour counts.

```lean
/-- For `w > 2T > 0` and `z ≥ 2`, the sequence `Fₙ = treeG w T z n` obeys `w F₀ - z t F₁ = 1` and
`w Fₙ₊₁ - t Fₙ - (z - 1) t Fₙ₊₂ = 0` for all `n`. -/
theorem lattice_equations (hT : 0 < T) (hw : 2 * T < w) (hz : 2 ≤ z) :
    w * treeG w T z 0 - z * hop T z * treeG w T z 1 = 1 ∧
      ∀ n, w * treeG w T z (n + 1) - hop T z * treeG w T z n
        - ((z : ℝ) - 1) * hop T z * treeG w T z (n + 2) = 0 := by
  obtain ⟨hp, he⟩ := cavity_equation hT hw hz
  have hg := (eq_div_iff hp.ne').1 he
  have hG : siteG w T z * (w - z * hop T z ^ 2 * cavity w T z) = 1 :=
    (eq_div_iff (siteG_closed hT hw hz).1.ne').1 rfl
  refine ⟨?_, fun n => ?_⟩
  · simp only [treeG]
    linear_combination hG
  · simp only [treeG]
    linear_combination siteG w T z * (hop T z * cavity w T z) ^ n * hop T z * hg
```

## (g) Square-summability over the tree

**Task.** The shell at distance n+1 holds z(z−1)ⁿ sites. Show that

Σₙ z(z−1)ⁿ Fₙ₊₁² < ∞.

**Solution.** Each term is zG²(tg)²qⁿ, with q = (z−1)t²g². From (c),

q = g(w−R)/2 = (2 − gR − gR)/2 = 1 − gR.

Hence 0 ≤ q < 1, and the series is geometric. Lean establishes the formula for q in `hq` and the bounds in `hq0` and `hq1`. The source site adds only the finite term F₀².

Identifying F with the resolvent also requires that w lie outside the spectrum of H, a standard property of the tree that the code leaves aside.

```lean
/-- For `w > 2T > 0` and `z ≥ 2` the squares of `treeG` at distances `n + 1`, weighted by
`z (z - 1)ⁿ`, form a summable series over `n ≥ 0`. -/
theorem square_summable (hT : 0 < T) (hw : 2 * T < w) (hz : 2 ≤ z) :
    Summable fun n : ℕ => (z : ℝ) * ((z : ℝ) - 1) ^ n * treeG w T z (n + 1) ^ 2 := by
  obtain ⟨h1, h2, h3⟩ := cavity_relations hT hw hz
  have hR := (root_pos_sq hT hw hz).1
  have hz' : (2 : ℝ) ≤ z := by exact_mod_cast hz
  -- the ratio of successive terms of the series is `1 - g R`
  have hq : ((z : ℝ) - 1) * (hop T z * cavity w T z) ^ 2
      = 1 - cavity w T z * root w T z := by
    linear_combination cavity w T z / 2 * h3 + h2 / 2
  have hq0 : 0 ≤ ((z : ℝ) - 1) * (hop T z * cavity w T z) ^ 2 :=
    mul_nonneg (by linarith) (sq_nonneg _)
  have hq1 : ((z : ℝ) - 1) * (hop T z * cavity w T z) ^ 2 < 1 := by
    rw [hq]
    linarith [mul_pos h1 hR]
  refine ((summable_geometric_of_lt_one hq0 hq1).mul_left
    ((z : ℝ) * siteG w T z ^ 2 * (hop T z * cavity w T z) ^ 2)).congr fun n => ?_
  simp only [treeG]
  rw [mul_pow ((z : ℝ) - 1) ((hop T z * cavity w T z) ^ 2) n]
  ring
```

## (h) The limit of the root

**Task.** Show that, as z → ∞,

R → S, where S = √(w² − 4T²).

**Solution.** For z ≥ 1,

R = √(w² − 4T² + 4T²/z).

The last term tends to zero and the square root is continuous. Lean follows this argument, with `congr'` replacing the expression by R for z ≥ 1. The theorem holds for all real w and T because Lean's real square root is continuous and returns 0 on negative numbers.

```lean
/-- As `z → ∞` the root `R` tends to `√(w² - 4T²)`. -/
theorem root_tendsto (w T : ℝ) :
    Tendsto (fun z : ℕ => root w T z) atTop (𝓝 √(w ^ 2 - 4 * T ^ 2)) := by
  have h := (tendsto_const_div_atTop_nhds_zero_nat (4 * T ^ 2)).const_add (w ^ 2 - 4 * T ^ 2)
  rw [add_zero] at h
  refine ((Real.continuous_sqrt.tendsto _).comp h).congr' ?_
  filter_upwards [eventually_ge_atTop 1] with z hz
  have hz0 : (z : ℝ) ≠ 0 := by exact_mod_cast (by omega : z ≠ 0)
  have hh : (z : ℝ) * (T ^ 2 / z) = T ^ 2 := by field_simp
  simp only [Function.comp_apply, root, hop_sq]
  congr 1
  linear_combination 4 * hh
```

## (i) Infinite coordination

**Task.** Show that, as z → ∞,

G → 2/(w+S).

**Solution.** Use zt² = T² and g = 2/(w+R):

G = 1/(w − 2T²/(w+R)).

Since 4T² = (w−S)(w+S), the denominator tends to

w − 2T²/(w+S) = w − (w−S)/2 = (w+S)/2 > 0.

The value of this limit is `e` in the code. Lean takes the limit of the rewritten expression in `hlim`, then identifies it with G for z ≥ 2.

```lean
/-- For `w > 2T > 0` the local Green function of the Bethe lattice with hopping `T / √z` tends
to `2 / (w + √(w² - 4T²))` as the coordination number `z` goes to infinity. -/
theorem infinite_coordination_limit (hT : 0 < T) (hw : 2 * T < w) :
    Tendsto (fun z : ℕ => siteG w T z) atTop (𝓝 (2 / (w + √(w ^ 2 - 4 * T ^ 2)))) := by
  have hR := root_tendsto w T
  have hb : 0 < (w - 2 * T) * (w + 2 * T) := mul_pos (by linarith) (by linarith)
  have hS2 : √(w ^ 2 - 4 * T ^ 2) ^ 2 = w ^ 2 - 4 * T ^ 2 := Real.sq_sqrt (by nlinarith)
  have hS0 := Real.sqrt_nonneg (w ^ 2 - 4 * T ^ 2)
  generalize √(w ^ 2 - 4 * T ^ 2) = S at hR hS2 hS0 ⊢
  have hs : 0 < w + S := by linarith
  have e : w - T ^ 2 * (2 / (w + S)) = (w + S) / 2 := by
    have : T ^ 2 * (2 / (w + S)) = (w - S) / 2 := by
      rw [← mul_div_assoc, div_eq_div_iff hs.ne' two_ne_zero]
      linear_combination hS2
    rw [this]
    ring
  have hne : w - T ^ 2 * (2 / (w + S)) ≠ 0 := by rw [e]; positivity
  have hlim : Tendsto (fun z : ℕ => 1 / (w - T ^ 2 * (2 / (w + root w T z)))) atTop
      (𝓝 (1 / (w - T ^ 2 * (2 / (w + S))))) :=
    tendsto_const_nhds.div (tendsto_const_nhds.sub (tendsto_const_nhds.mul
      (tendsto_const_nhds.div (tendsto_const_nhds.add hR) hs.ne'))) hne
  rw [e, one_div_div] at hlim
  refine hlim.congr' ?_
  filter_upwards [eventually_ge_atTop 2] with z hz
  have hz0 : (z : ℝ) ≠ 0 := by exact_mod_cast (by omega : z ≠ 0)
  have hh : (z : ℝ) * hop T z ^ 2 = T ^ 2 := by rw [hop_sq]; field_simp
  have hr := (root_pos_sq hT hw hz).1
  have hg := (eq_div_iff (by linarith : w + root w T z ≠ 0)).2 (cavity_relations hT hw hz).2.1
  unfold siteG
  rw [hh, hg]
```

## (j) The leading finite-coordination correction

**Task.** Write G∞ = 2/(w+S). Show that, as z → ∞,

z(G∞ − G) → (w−S)²/(S(w+S)²).

**Solution.** Subtract the closed form in (e) from G∞ and multiply by z:

z(G∞ − G) = 2[z(R−S) − (w−S)]/((w+S)(w + R − 2w/z)).

Because R² − S² = 4T²/z,

z(R−S) = 4T²/(R+S) → (w−S)(w+S)/(2S).

The square bracket therefore tends to

(w−S)(w+S)/(2S) − (w−S) = (w−S)²/(2S),

and the denominator tends to (w+S)². This gives the target.

In Lean, `hk` is the identity for z(R−S), `hzE` rewrites the denominator from (e), and `hval` simplifies the limit. The final `linear_combination` verifies the subtraction for z ≥ 2.

```lean
/-- For `w > 2T > 0` and `S = √(w² - 4T²)`, the product `z (2 / (w + S) - G)`, with `G` the local
Green function `siteG w T z`, tends to `(w - S)² / (S (w + S)²)` as `z → ∞`. -/
theorem leading_correction (hT : 0 < T) (hw : 2 * T < w) :
    Tendsto (fun z : ℕ => (z : ℝ) * (2 / (w + √(w ^ 2 - 4 * T ^ 2)) - siteG w T z)) atTop
      (𝓝 ((w - √(w ^ 2 - 4 * T ^ 2)) ^ 2 /
        (√(w ^ 2 - 4 * T ^ 2) * (w + √(w ^ 2 - 4 * T ^ 2)) ^ 2))) := by
  have hR := root_tendsto w T
  have hb : 0 < (w - 2 * T) * (w + 2 * T) := mul_pos (by linarith) (by linarith)
  have hrad : 0 < w ^ 2 - 4 * T ^ 2 := by nlinarith
  have hS2 := Real.sq_sqrt hrad.le
  have hS0 := Real.sqrt_pos.2 hrad
  generalize √(w ^ 2 - 4 * T ^ 2) = S at hR hS2 hS0 ⊢
  have hs : 0 < w + S := by linarith
  have hE := (tendsto_const_nhds (x := w)).add hR |>.sub
    (tendsto_const_div_atTop_nhds_zero_nat (2 * w))
  rw [sub_zero] at hE
  have hlim : Tendsto (fun z : ℕ => 2 * (4 * T ^ 2 / (root w T z + S) - (w - S)) /
      ((w + S) * (w + root w T z - 2 * w / z))) atTop
      (𝓝 (2 * (4 * T ^ 2 / (S + S) - (w - S)) / ((w + S) * (w + S)))) :=
    (tendsto_const_nhds.mul ((tendsto_const_nhds.div (hR.add tendsto_const_nhds)
      (by positivity)).sub tendsto_const_nhds)).div (tendsto_const_nhds.mul hE)
      (mul_pos hs hs).ne'
  have hval : 2 * (4 * T ^ 2 / (S + S) - (w - S)) / ((w + S) * (w + S))
      = (w - S) ^ 2 / (S * (w + S) ^ 2) := by
    have h4 : 4 * T ^ 2 / (S + S) = (w - S) * (w + S) / (2 * S) := by
      rw [← two_mul]
      congr 1
      linear_combination hS2
    have h5 : 2 * ((w - S) * (w + S) / (2 * S) - (w - S)) = (w - S) ^ 2 / S := by
      rw [eq_div_iff hS0.ne']
      have : (w - S) * (w + S) / (2 * S) * (2 * S) = (w - S) * (w + S) :=
        div_mul_cancel₀ _ (by positivity)
      linear_combination this
    rw [h4, h5, div_div, ← pow_two]
  rw [hval] at hlim
  refine hlim.congr' ?_
  filter_upwards [eventually_ge_atTop 2] with z hz
  have hz0 : (z : ℝ) ≠ 0 := by exact_mod_cast (by omega : z ≠ 0)
  have hh : (z : ℝ) * hop T z ^ 2 = T ^ 2 := by rw [hop_sq]; field_simp
  obtain ⟨hr, hr2⟩ := root_pos_sq hT hw hz
  obtain ⟨_, hden, hG⟩ := siteG_closed hT hw hz
  have hG' := (eq_div_iff hden.ne').1 hG
  have ha : 2 / (w + S) * (w + S) = 2 := div_mul_cancel₀ _ hs.ne'
  -- the difference of the two roots is of order `1 / z`
  have hk : 4 * T ^ 2 / (root w T z + S) = z * (root w T z - S) := by
    rw [div_eq_iff (by positivity)]
    linear_combination (-(z : ℝ)) * hr2 + (z : ℝ) * hS2 + 4 * ((z : ℝ) - 1) * hh
  have hzE : (z : ℝ) * (w + root w T z - 2 * w / z)
      = ((z : ℝ) - 2) * w + z * root w T z := by
    have : (z : ℝ) * (2 * w / z) = 2 * w := by field_simp
    linear_combination -this
  have hE0 : w + root w T z - 2 * w / z ≠ 0 := by
    intro h0
    rw [h0, mul_zero] at hzE
    exact hden.ne hzE
  rw [hk, div_eq_iff (mul_ne_zero hs.ne' hE0)]
  generalize w + root w T z - 2 * w / z = E at hzE ⊢
  generalize 2 / (w + S) = a at ha ⊢
  linear_combination (-(a - siteG w T z) * (w + S)) * hzE
    - (((z : ℝ) - 2) * w + z * root w T z) * ha + (w + S) * hG'

end

end BetheLatticeCoordination
```

```lean
#print axioms BetheLatticeCoordination.lattice_equations
#print axioms BetheLatticeCoordination.square_summable
#print axioms BetheLatticeCoordination.infinite_coordination_limit
#print axioms BetheLatticeCoordination.leading_correction
```

```
'BetheLatticeCoordination.lattice_equations' depends on axioms: [propext, Classical.choice, Quot.sound]
'BetheLatticeCoordination.square_summable' depends on axioms: [propext, Classical.choice, Quot.sound]
'BetheLatticeCoordination.infinite_coordination_limit' depends on axioms: [propext, Classical.choice, Quot.sound]
'BetheLatticeCoordination.leading_correction' depends on axioms: [propext, Classical.choice, Quot.sound]
```

## Six neighbours at w = 13 and T = 6

Here t² = 36/6 = 6, and

R = √(169 − 120) = 7,

g = (13−7)/60 = 1/10.

The cavity equation gives 1/(13 − 30/10) = 1/10, as it should. The local function is

G = 1/(13 − 36/10) = 5/47 ≈ 0.1064.

At infinite coordination S = √(169 − 144) = 5, so G∞ = 2/18 = 1/9 ≈ 0.1111. The coefficient in (j) is 64/1620 ≈ 0.0395, and the corrected estimate at z = 6 is

1/9 − 0.0395/6 ≈ 0.1045.

In this instance the correction reduces the error from about 0.0047 to about 0.0019 and changes its sign.
